# For orthonormal orbitals, orthogonal eigenvectors of the active overlap matrix give orthogonal active and environment parts

How much of a molecule's occupied space lies on a chosen set of active atoms? For real orthonormal orbitals in a Löwdin-orthogonalised basis, the overlap matrix of their active parts has eigenvalues between 0 and 1. They sum to the active Löwdin population, with one electron per orbital, and an orthogonal rotation of the given orbitals among themselves leaves the eigenvalues unchanged. Two linear combinations of these orbitals with orthogonal coefficient vectors, at least one of them an eigenvector of the matrix, have orthogonal active parts and orthogonal environment parts.

In projector embedding, the combinations given by an orthonormal basis of eigenvectors can serve to divide the occupied space into subsystem and environment; the results here concern real orbitals in a finite basis and do not choose the division.

## Orbitals, projector and population

The finite types `ι` and `κ` label basis functions and orbitals. Column $k$ of the real matrix $C$ holds orbital $k$, and `hC` states orthonormality, $C^TC=1$. For a nonorthogonal atomic basis with overlap matrix $S$ and coefficients $C_{\rm AO}$, one must first form $C=S^{1/2}C_{\rm AO}$; the Lean code starts after that step.

```lean
import Mathlib

open Matrix

namespace ProjectorEmbedding

variable {ι κ : Type*} [Fintype ι] [DecidableEq ι] [Fintype κ] [DecidableEq κ]
```

The set $A$ contains the active functions, and $P$ is the diagonal matrix with 1 on $A$ and 0 elsewhere. This $P$ selects basis functions; the projector that gives projector embedding its name is a different one, built from the occupied orbitals of the environment.

```lean
/-- The diagonal projector on the basis functions `A` of the active atoms. -/
def activeProj (A : Finset ι) : Matrix ι ι ℝ :=
  Matrix.diagonal fun i => if i ∈ A then 1 else 0
```

The matrix under study is $M=C^TPC$.

```lean
/-- The overlap matrix `M = Cᵀ P C` of the active parts of the orbitals in the columns of `C`. -/
def activeOverlap (A : Finset ι) (C : Matrix ι κ ℝ) : Matrix κ κ ℝ :=
  Cᵀ * activeProj A * C
```

An orbital $x$ splits into $Px$ and $x-Px$.

```lean
/-- The part of an orbital on the active atoms. -/
def activePart (A : Finset ι) (x : ι → ℝ) : ι → ℝ := activeProj A *ᵥ x

/-- The part of an orbital on the environment. -/
def envPart (A : Finset ι) (x : ι → ℝ) : ι → ℝ := x - activeProj A *ᵥ x
```

The population is read from the density matrix $CC^T$; for doubly occupied orbitals it must be doubled.

```lean
/-- The Löwdin population of the active atoms, with one electron in each orbital:
the sum of the diagonal elements of the density matrix `C Cᵀ` over the active functions. -/
def loewdinPopulation (A : Finset ι) (C : Matrix ι κ ℝ) : ℝ :=
  ∑ i ∈ A, (C * Cᵀ) i i
```

## Problems

**(a)** Move $C$ across a dot product: for vectors $v$ and $z$, show
$$(Cv)\cdot z=v\cdot(C^Tz).$$

Both sides are $\sum_{i,k}C_{ik}v_kz_i$. In Lean, `*ᵥ` applies a matrix to a vector and `⬝ᵥ` is the dot product.

```lean
omit [DecidableEq ι] [DecidableEq κ] in
/-- A coefficient matrix moves across the dot product as its transpose. -/
lemma mulVec_dot (C : Matrix ι κ ℝ) (v : κ → ℝ) (z : ι → ℝ) :
    (C *ᵥ v) ⬝ᵥ z = v ⬝ᵥ (Cᵀ *ᵥ z) := by
  rw [Matrix.mulVec_transpose, dotProduct_comm, Matrix.dotProduct_mulVec, dotProduct_comm]
```

**(b)** Find the overlap of the active parts of $Cv$ and $Cw$:
$$(PCv)\cdot(PCw)=v\cdot Mw.$$

Since $P^TP=P$, the left side is $(Cv)\cdot(PCw)$, which by (a) equals $v\cdot(C^TPCw)$. Lean checks the first step component by component, for $i\in A$ and $i\notin A$.

```lean
omit [DecidableEq κ] in
/-- The overlap of the active parts of two orbitals `C v` and `C w` is the matrix element
of `M` between `v` and `w`. -/
theorem active_dot (A : Finset ι) (C : Matrix ι κ ℝ) (v w : κ → ℝ) :
    activePart A (C *ᵥ v) ⬝ᵥ activePart A (C *ᵥ w) = v ⬝ᵥ (activeOverlap A C *ᵥ w) := by
  -- the projector is symmetric and idempotent, so one copy suffices
  have h : ∀ x y : ι → ℝ, activePart A x ⬝ᵥ activePart A y = x ⬝ᵥ (activeProj A *ᵥ y) := by
    intro x y
    unfold dotProduct
    refine Finset.sum_congr rfl fun i _ => ?_
    by_cases hi : i ∈ A <;> simp [activePart, activeProj, Matrix.mulVec_diagonal, hi]
  rw [h, mulVec_dot, Matrix.mulVec_mulVec, Matrix.mulVec_mulVec, activeOverlap]
```

**(c)** Do the same for the environment parts, with $Q=1-P$:
$$(QCv)\cdot(QCw)=v\cdot w-v\cdot Mw.$$

For any $x,y$, $Qx\cdot Qy=x\cdot y-Px\cdot Py$. Put $x=Cv$, $y=Cw$. Then (a) and $C^TC=1$ give $x\cdot y=v\cdot w$, and (b) gives the other term.

```lean
/-- For orthonormal orbitals, the overlap of the environment parts of `C v` and `C w` is
the full overlap of `v` and `w` less the matrix element of `M`. -/
theorem env_dot (A : Finset ι) (C : Matrix ι κ ℝ) (hC : Cᵀ * C = 1) (v w : κ → ℝ) :
    envPart A (C *ᵥ v) ⬝ᵥ envPart A (C *ᵥ w)
      = v ⬝ᵥ w - v ⬝ᵥ (activeOverlap A C *ᵥ w) := by
  have h : ∀ x y : ι → ℝ, envPart A x ⬝ᵥ envPart A y
      = x ⬝ᵥ y - activePart A x ⬝ᵥ activePart A y := by
    intro x y
    unfold dotProduct
    rw [← Finset.sum_sub_distrib]
    refine Finset.sum_congr rfl fun i _ => ?_
    by_cases hi : i ∈ A <;>
      simp [envPart, activePart, activeProj, Matrix.mulVec_diagonal, hi]
  rw [h, active_dot, mulVec_dot, Matrix.mulVec_mulVec, hC, Matrix.one_mulVec]
```

**(d)** Let $Mv=\mu v$ with $v\neq0$. Show
$$0\le\mu\le1,\qquad \mu=0\iff PCv=0,\qquad \mu=1\iff QCv=0.$$

Setting $w=v$ in (b) and (c) gives
$$|PCv|^2=\mu|v|^2,\qquad |QCv|^2=(1-\mu)|v|^2.$$
Both are nonnegative and $|v|^2>0$, which gives the bounds; a part vanishes exactly when its squared length does. Thus $\mu$ is the fraction of the orbital's squared norm on the active atoms. These two equations are `ha` and `he`.

```lean
/-- For orthonormal orbitals and an eigenvector `v ≠ 0` of `M`, the eigenvalue lies in `[0,1]`;
it is 0 exactly when the active part of `C v` vanishes, and 1 exactly when the environment
part vanishes. -/
theorem eigenvalue_bounds (A : Finset ι) (C : Matrix ι κ ℝ) (hC : Cᵀ * C = 1)
    {v : κ → ℝ} {μ : ℝ} (hv : v ≠ 0) (h : activeOverlap A C *ᵥ v = μ • v) :
    μ ∈ Set.Icc (0 : ℝ) 1 ∧ (μ = 0 ↔ activePart A (C *ᵥ v) = 0) ∧
      (μ = 1 ↔ envPart A (C *ᵥ v) = 0) := by
  have nn : ∀ {α : Type _} [Fintype α] (x : α → ℝ), 0 ≤ x ⬝ᵥ x :=
    fun x => Finset.sum_nonneg fun i _ => mul_self_nonneg (x i)
  have hne : v ⬝ᵥ v ≠ 0 := fun h0 => hv (dotProduct_self_eq_zero.mp h0)
  have hs : 0 < v ⬝ᵥ v :=
    lt_of_le_of_ne (Finset.sum_nonneg fun i _ => mul_self_nonneg (v i)) (Ne.symm hne)
  -- squared lengths of the two parts
  have ha := active_dot A C v v
  have he := env_dot A C hC v v
  rw [h, dotProduct_smul, smul_eq_mul] at ha he
  have ha0 := nn (activePart A (C *ᵥ v))
  have he0 := nn (envPart A (C *ᵥ v))
  refine ⟨⟨?_, ?_⟩, ?_, ?_⟩
  · exact le_of_mul_le_mul_right (by linarith : 0 * (v ⬝ᵥ v) ≤ μ * (v ⬝ᵥ v)) hs
  · exact le_of_mul_le_mul_right (by linarith : μ * (v ⬝ᵥ v) ≤ 1 * (v ⬝ᵥ v)) hs
  · rw [← dotProduct_self_eq_zero, ha, mul_eq_zero, or_iff_left hne]
  · rw [← dotProduct_self_eq_zero, he]
    constructor
    · intro h1
      rw [h1]
      ring
    · intro h1
      exact mul_right_cancel₀ hne (by linarith : μ * (v ⬝ᵥ v) = 1 * (v ⬝ᵥ v))
```

The upper bound needs normalisation: a single orbital with coefficient 2 on a single active function has $M=(4)$, with eigenvalue 4.

**(e)** Show that $M^T=M$.

$(C^TPC)^T=C^TP^TC=C^TPC$. For real matrices `IsHermitian` means symmetric, and it gives access to Lean's real `eigenvalues`, listed with multiplicity.

```lean
omit [Fintype κ] [DecidableEq κ] in
/-- The matrix `M` is symmetric. -/
theorem activeOverlap_isHermitian (A : Finset ι) (C : Matrix ι κ ℝ) :
    (activeOverlap A C).IsHermitian := by
  simp [Matrix.IsHermitian, activeOverlap, activeProj,
    Matrix.conjTranspose_eq_transpose_of_trivial, Matrix.transpose_mul, Matrix.mul_assoc]
```

**(f)** Relate the trace to the population:
$$\operatorname{tr}M=\sum_{i\in A}(CC^T)_{ii}.$$

By cyclicity, $\operatorname{tr}(C^TPC)=\operatorname{tr}(CC^TP)$, and $P$ keeps the diagonal elements in $A$.

```lean
omit [DecidableEq κ] in
/-- The trace of `M` is the Löwdin population of the active atoms. -/
theorem trace_activeOverlap (A : Finset ι) (C : Matrix ι κ ℝ) :
    (activeOverlap A C).trace = loewdinPopulation A C := by
  rw [activeOverlap, Matrix.trace_mul_comm, ← Matrix.mul_assoc]
  simp [Matrix.trace, activeProj, loewdinPopulation, Matrix.mul_diagonal]
```

**(g)** Write $M(C)$ for the matrix built from $C$, with eigenvalues $\mu_k$. Show that $\mu_k\in[0,1]$ and, for $U^TU=1$,
$$\sum_k\mu_k=\sum_{i\in A}(CC^T)_{ii},\qquad \det(\lambda-M(CU))=\det(\lambda-M(C)).$$
If $Mw=\mu w$ and $v\cdot w=0$, show also
$$(PCv)\cdot(PCw)=(QCv)\cdot(QCw)=0.$$

Apply (d) to each vector of an eigenbasis for the bounds. The eigenvalues sum to the trace, so (f) gives the population. Next, $M(CU)=U^TM(C)U$, and
$$\det(\lambda-U^TMU)=\det\big(U^T(\lambda-M)U\big)=\det(\lambda-M).$$
Lean instead swaps the factors $U^T$ and $MU$ inside `charpoly` and uses $UU^T=1$. Finally $v\cdot Mw=\mu\,v\cdot w=0$, so (b) and (c) both vanish.

```lean
/-- For orthonormal orbitals, the eigenvalues of `M` lie in `[0,1]` and sum to the active Löwdin
population, and an orthogonal rotation of the orbitals keeps the characteristic polynomial of `M`.
If `w` is an eigenvector of `M` and `v` is orthogonal to `w`, the orbitals `C v` and `C w` have
orthogonal active parts and orthogonal environment parts. -/
theorem projector_embedding (A : Finset ι) (C : Matrix ι κ ℝ) (hC : Cᵀ * C = 1) :
    (∀ k, (activeOverlap_isHermitian A C).eigenvalues k ∈ Set.Icc (0 : ℝ) 1) ∧
    ∑ k, (activeOverlap_isHermitian A C).eigenvalues k = loewdinPopulation A C ∧
    (∀ U : Matrix κ κ ℝ, Uᵀ * U = 1 →
      (activeOverlap A (C * U)).charpoly = (activeOverlap A C).charpoly) ∧
    (∀ (v w : κ → ℝ) (μ : ℝ), activeOverlap A C *ᵥ w = μ • w → v ⬝ᵥ w = 0 →
      activePart A (C *ᵥ v) ⬝ᵥ activePart A (C *ᵥ w) = 0 ∧
      envPart A (C *ᵥ v) ⬝ᵥ envPart A (C *ᵥ w) = 0) := by
  have hM := activeOverlap_isHermitian A C
  refine ⟨fun k => ?_, ?_, fun U hU => ?_, fun v w μ hw hvw => ?_⟩
  · have hk : (hM.eigenvectorBasis k).ofLp ≠ 0 := by
      intro h
      apply hM.eigenvectorBasis.orthonormal.ne_zero k
      ext i
      exact congrFun h i
    exact (eigenvalue_bounds A C hC hk (hM.mulVec_eigenvectorBasis k)).1
  · have h := hM.trace_eq_sum_eigenvalues
    rw [trace_activeOverlap] at h
    simpa using h.symm
  · -- the rotated matrix is `Uᵀ M U`
    have h : activeOverlap A (C * U) = Uᵀ * (activeOverlap A C * U) := by
      simp only [activeOverlap, Matrix.transpose_mul, Matrix.mul_assoc]
    rw [h, Matrix.charpoly_mul_comm, Matrix.mul_assoc, mul_eq_one_comm.mp hU, Matrix.mul_one]
  · rw [active_dot, env_dot A C hC, hw, dotProduct_smul, hvw]
    simp
```

**(h)** Conversely, let the columns $u_j$ of an orthogonal $U$ give orbitals with mutually orthogonal active parts. Show
$$Mu_j=(u_j\cdot Mu_j)\,u_j.$$

Expand $Mu_j=\sum_iu_i\,(u_i\cdot Mu_j)$. By (b), every term with $i\neq j$ vanishes. Lean writes $u_j$ as `Uᵀ j`; `h1` records the surviving component.

```lean
/-- If the columns of an orthogonal matrix `U` give orbitals whose active parts are mutually
orthogonal, then each column is an eigenvector of `M`. -/
theorem eigenvector_of_orthogonal_parts (A : Finset ι) (C : Matrix ι κ ℝ)
    (U : Matrix κ κ ℝ) (hU : Uᵀ * U = 1)
    (h : ∀ i j, i ≠ j → activePart A (C *ᵥ Uᵀ i) ⬝ᵥ activePart A (C *ᵥ Uᵀ j) = 0) (j : κ) :
    activeOverlap A C *ᵥ Uᵀ j = (Uᵀ j ⬝ᵥ (activeOverlap A C *ᵥ Uᵀ j)) • Uᵀ j := by
  set y := activeOverlap A C *ᵥ Uᵀ j with hy
  -- in the rotated basis only component `j` of `M u_j` survives
  have h1 : Uᵀ *ᵥ y = fun i => if i = j then Uᵀ j ⬝ᵥ y else 0 := by
    funext i
    change Uᵀ i ⬝ᵥ y = _
    by_cases hij : i = j
    · rw [if_pos hij, hij]
    · rw [if_neg hij, hy, ← active_dot]
      exact h i j hij
  calc y = U *ᵥ (Uᵀ *ᵥ y) := by
        rw [Matrix.mulVec_mulVec, mul_eq_one_comm.mp hU, Matrix.one_mulVec]
    _ = (Uᵀ j ⬝ᵥ y) • Uᵀ j := by
        rw [h1]
        generalize Uᵀ j ⬝ᵥ y = c
        ext a
        simp [Matrix.mulVec, dotProduct, mul_comm]
```

**(i)** Take the orbitals $c_0=(3/5,4/5,0)$ and $c_1=(0,0,1)$, with only function 0 active. Check orthonormality and show
$$M=\begin{pmatrix}9/25&0\\0&0\end{pmatrix}.$$

The norms are $9/25+16/25=1$ and $1$, and $c_0\cdot c_1=0$. Only the first components enter $M$, so $M_{00}=(3/5)^2$ and the other entries vanish. The active population is $0.36$, all from $c_0$, whose environment part has squared length $0.64$.

```lean
/-- Two orthonormal orbitals over three basis functions, the first function being active,
for which `M` is diagonal with entries 9/25 and 0. -/
theorem projector_embedding_witness :
    (!![3/5, 0; 4/5, 0; 0, 1] : Matrix (Fin 3) (Fin 2) ℝ)ᵀ *
      (!![3/5, 0; 4/5, 0; 0, 1] : Matrix (Fin 3) (Fin 2) ℝ) = 1 ∧
    activeOverlap {0} (!![3/5, 0; 4/5, 0; 0, 1] : Matrix (Fin 3) (Fin 2) ℝ)
      = !![9/25, 0; 0, 0] := by
  -- the last entry of a vector with three components, read off from its tail
  have h2 : ∀ (a : ℝ) (f : Fin 2 → ℝ), Matrix.vecCons a f (2 : Fin 3) = f 1 :=
    fun _ _ => rfl
  constructor
  · ext i j
    fin_cases i <;> fin_cases j <;>
      norm_num [Matrix.mul_apply, Matrix.one_apply, Fin.sum_univ_three, h2]
  · ext i j
    fin_cases i <;> fin_cases j <;>
      norm_num [activeOverlap, activeProj, Matrix.mul_apply, Matrix.diagonal_apply,
        Matrix.one_apply, Fin.sum_univ_three]

end ProjectorEmbedding
```

```lean
#print axioms ProjectorEmbedding.projector_embedding
-- 'ProjectorEmbedding.projector_embedding' depends on axioms: [propext, Classical.choice, Quot.sound]
#print axioms ProjectorEmbedding.eigenvector_of_orthogonal_parts
-- 'ProjectorEmbedding.eigenvector_of_orthogonal_parts' depends on axioms: [propext, Classical.choice, Quot.sound]
```
